# For a ≥ b, total S+ annihilates the sum of (−1)^k T_k / C(a,k)

Q: To spin-adapt a determinant with $a$ singly occupied α orbitals and $b\le a$ singly occupied β orbitals, I add the determinants with spins exchanged between the two groups, keeping the orbitals in the same order. Those with $k$ exchanges get the weight $(-1)^k/\binom{a}{k}$. The result should be a highest-weight spin state, meaning that total $S_+$ annihilates it. Where do the weights come from?

A: From counting. Call each singly occupied orbital a site, and each assignment of α or β to all the sites a string; it stands for one determinant. Let $F$ be the block of $a$ sites that start as α, with $b$ sites outside it. Let $T_k$ be the sum of all strings with $k$ betas in $F$ and $k$ alphas outside, and let $\psi=\sum_{k=0}^{b} c_kT_k$. Every string in $\psi$ has $b$ betas, and $S_+$ turns one β into α. A string in $S_+\psi$ therefore has $k$ betas in $F$ and $k+1$ alphas outside, for some $k$.

To find its amplitude, undo the flip by turning one of its alphas back into β:

- There are $a-k$ alphas in $F$. Turning one back gives a string of $T_{k+1}$, with amplitude $c_{k+1}$.
- There are $k+1$ alphas outside $F$. Turning one back gives a string of $T_k$, with amplitude $c_k$.

Annihilation therefore requires, for each $k<b$ with $k\le a$,
$$(a-k)\,c_{k+1}+(k+1)\,c_k=0 .$$
Suppose $a\ge b$. Multiply by $\binom{a}{k}$ and use $\binom{a}{k}(a-k)=\binom{a}{k+1}(k+1)$. Dividing by $k+1$ leaves
$$\tbinom{a}{k+1}c_{k+1}=-\tbinom{a}{k}c_k ,$$
so $c_k=(-1)^kc_0/\binom{a}{k}$. Your weights have $c_0=1$.

Q: Show me numbers.

A: Take $a=b=2$, with $F$ the first two sites. The weights are $1,-\tfrac12,1$:
$$\psi=\alpha\alpha\beta\beta-\tfrac12(\alpha\beta\alpha\beta+\alpha\beta\beta\alpha+\beta\alpha\alpha\beta+\beta\alpha\beta\alpha)+\beta\beta\alpha\alpha .$$
In $S_+\psi$, the string $\alpha\alpha\alpha\beta$ gets $1-\tfrac12-\tfrac12=0$, and $\beta\alpha\alpha\alpha$ gets $-\tfrac12-\tfrac12+1=0$. The other two strings follow by symmetry. The squared norm is $1+4\cdot\tfrac14+1=3$, so the normalised amplitudes are $1/\sqrt3$, $-1/(2\sqrt3)$ and $1/\sqrt3$.

Q: Now the formal version. What is a spin function there?

A: The sites form a finite type `ι`. A string is the finite set `s` of its β sites, and a spin function is a map `Finset ι → ℂ` giving each string its amplitude.

In Lean 4 with Mathlib:

```lean
import Mathlib

open Finset

namespace SanibelCoefficients

noncomputable section

variable {ι : Type*} [Fintype ι] [DecidableEq ι]

/-- Total S+ on spin functions; a string is given by the set `s` of its β sites.
The new amplitude of `s` collects the strings with one more β. -/
def raise (ψ : Finset ι → ℂ) : Finset ι → ℂ := fun s => ∑ i ∈ sᶜ, ψ (insert i s)
```

Q: That definition inserts a β. Isn't it $S_-$?

A: No, because it is written from the receiving end. The new amplitude of `s` is collected from the strings that become `s` when one β turns into α, and those have one more β than `s`. This is $\sum_i s_{i,+}$ with $\hbar=1$ and $s_+\beta=\alpha$. There are no fermionic signs, which matches determinants of singly occupied orbitals kept in a fixed orbital order. If a code writes all α orbitals before the β ones, the weight of each determinant is multiplied by the sign of its own reordering, which can differ between determinants of the same $T_k$.

Q: And the block, the $T_k$ and the weights?

A: `F` may be any set of sites, so "the first $a$" is only a labelling. Here $a$ is `F.card` and $b$ is `Fᶜ.card`. The sums are unnormalised, as in the example.

```lean
/-- `T_k`: the sum of all strings with `k` betas in the block `F` and `k` alphas outside it. -/
def stringSum (F : Finset ι) (k : ℕ) : Finset ι → ℂ :=
  fun s => if (s ∩ F).card = k ∧ (Fᶜ \ s).card = k then 1 else 0

/-- The combination `∑ c_k T_k`, with `k` from zero to the number of sites outside `F`. -/
def combo (F : Finset ι) (c : ℕ → ℂ) : Finset ι → ℂ :=
  ∑ k ∈ range (Fᶜ.card + 1), c k • stringSum F k

/-- The Sanibel combination `∑ (-1)^k T_k / C(a,k)`, where `a` is the number of sites in `F`;
its domain is `a ≥ b`, with `b` the number of sites outside `F`. -/
def sanibel (F : Finset ι) : Finset ι → ℂ :=
  combo F (fun k => (-1) ^ k / (F.card.choose k : ℂ))
```

Q: What exactly is proved about them?

A: There are three final statements:

- `annihilated_iff`: for $a\ge b$, $S_+$ annihilates $\sum c_kT_k$ if and only if $c_k=(-1)^kc_0/\binom{a}{k}$ for all $k\le b$. Within this family the solution is unique up to a factor.
- `eq_zero_of_lt`: for $a<b$, only the zero combination is annihilated.
- `raise_sanibel`: for $a\ge b$, the Sanibel combination is nonzero and annihilated.

The case $b=0$ is included: the combination is then the all-α string.

Q: "Sanibel coefficients" makes me think of a projected determinant with definite $S^2$. Is that there?

A: The file defines neither $S^2$ nor a projection operator; it characterises these coefficients, up to a common factor, by annihilation alone. The textbook identity $S^2=S_-S_++S_z(S_z+1)$ leads from there to the total spin $(a-b)/2$. The name also covers projections of the same determinant onto larger total spin, which have other weights and aren't treated here. Spatial orbitals and energies don't enter either, so for electronic structure this concerns only the spin part of a finite set of singly occupied orbitals.

Q: Then take me through the proof. Where does it start?

A: With the amplitude of one string. At most one term of the sum contributes, and `Finset.sum_eq_single` picks it out. If the two counts differ, every term is zero.

```lean
/-- The amplitude of a string in `∑ c_k T_k` is `c_k` if it has `k` betas in `F` and
equally many alphas outside `F`, and zero otherwise. -/
theorem combo_apply (F : Finset ι) (c : ℕ → ℂ) (s : Finset ι) :
    combo F c s = if (s ∩ F).card = (Fᶜ \ s).card then c (s ∩ F).card else 0 := by
  simp only [combo, Finset.sum_apply, Pi.smul_apply, smul_eq_mul, stringSum]
  split_ifs with h
  · rw [Finset.sum_eq_single (s ∩ F).card]
    · rw [if_pos ⟨rfl, h.symm⟩, mul_one]
    · intro k _ hk
      rw [if_neg (fun h' => hk h'.1.symm), mul_zero]
    · intro hn
      have hle : (Fᶜ \ s).card ≤ Fᶜ.card := card_le_card sdiff_subset
      exact absurd (mem_range.2 (by omega)) hn
  · refine Finset.sum_eq_zero fun k _ => ?_
    rw [if_neg (fun h' => h (h'.1.trans h'.2.symm)), mul_zero]
```

Next comes the count by hand. The α sites of `s` are split into those in `F` and those outside. `h1` and `h2` show that the amplitude is constant on each part, and `hc` supplies the number $a-k$.

```lean
/-- S+ applied to `∑ c_k T_k`: a string with `k` betas in `F` and `k+1` alphas outside
gets the amplitude `(a-k) c_{k+1} + (k+1) c_k`, every other string gets zero. -/
theorem raise_combo (F : Finset ι) (c : ℕ → ℂ) (s : Finset ι) :
    raise (combo F c) s = if (s ∩ F).card + 1 = (Fᶜ \ s).card then
      ((F.card : ℂ) - (s ∩ F).card) * c ((s ∩ F).card + 1)
        + ((s ∩ F).card + 1) * c (s ∩ F).card else 0 := by
  -- the flipped site lies either in F or outside it
  have hs : sᶜ = (F \ s) ∪ (Fᶜ \ s) := by
    ext i
    simp only [mem_compl, mem_union, mem_sdiff]
    tauto
  have hd : Disjoint (F \ s) (Fᶜ \ s) := Finset.disjoint_left.2 fun i h h' =>
    (mem_compl.1 (mem_sdiff.1 h').1) (mem_sdiff.1 h).1
  have h1 : ∀ i ∈ F \ s, combo F c (insert i s) =
      if (s ∩ F).card + 1 = (Fᶜ \ s).card then c ((s ∩ F).card + 1) else 0 := by
    intro i hi
    obtain ⟨hF, his⟩ := mem_sdiff.1 hi
    have e2 : Fᶜ \ insert i s = Fᶜ \ s := by
      ext x
      simp only [mem_sdiff, mem_compl, mem_insert]
      constructor
      · rintro ⟨h, h'⟩
        exact ⟨h, fun hx => h' (Or.inr hx)⟩
      · rintro ⟨h, h'⟩
        refine ⟨h, ?_⟩
        rintro (rfl | hx)
        exacts [h hF, h' hx]
    rw [combo_apply, insert_inter_of_mem hF, e2,
      card_insert_of_notMem (fun h => his (mem_inter.1 h).1)]
  have h2 : ∀ i ∈ Fᶜ \ s, combo F c (insert i s) =
      if (s ∩ F).card + 1 = (Fᶜ \ s).card then c (s ∩ F).card else 0 := by
    intro i hi
    have hF := mem_compl.1 (mem_sdiff.1 hi).1
    have e2 : Fᶜ \ insert i s = (Fᶜ \ s).erase i := by
      ext x
      simp only [mem_sdiff, mem_compl, mem_insert, mem_erase]
      tauto
    have hcard := Finset.card_erase_add_one hi
    rw [combo_apply, insert_inter_of_notMem hF, e2]
    by_cases h : (s ∩ F).card + 1 = (Fᶜ \ s).card
    · rw [if_pos h, if_pos (by omega)]
    · rw [if_neg h, if_neg (by omega)]
  have hc : ((F \ s).card : ℂ) = F.card - (s ∩ F).card := by
    have h := card_sdiff_add_card_inter F s
    rw [inter_comm F s] at h
    rw [← h]
    push_cast
    ring
  simp only [raise]
  rw [hs, sum_union hd, sum_congr rfl h1, sum_congr rfl h2, sum_const, sum_const,
    nsmul_eq_mul, nsmul_eq_mul]
  split_ifs with h
  · rw [hc, ← h]
    push_cast
    ring
  · simp
```

Q: A vanishing formula gives the recurrence only if a string with those counts exists.

A: That is the forward half of the next lemma. It chooses `P` inside `F` with $k$ sites and `Q` outside with $k+1$ sites, then makes β exactly the sites of `P` and the outside sites not in `Q`. The converse needs only the bounds on the counts.

```lean
/-- S+ annihilates `∑ c_k T_k` exactly when `(a-k) c_{k+1} + (k+1) c_k = 0` for every `k`
below `b` and not above `a`. -/
theorem raise_eq_zero_iff (F : Finset ι) (c : ℕ → ℂ) :
    raise (combo F c) = 0 ↔ ∀ k < Fᶜ.card, k ≤ F.card →
      ((F.card : ℂ) - k) * c (k + 1) + (k + 1) * c k = 0 := by
  constructor
  · intro h k hk hkF
    -- a string with k betas in F and k+1 alphas outside
    obtain ⟨P, hP, hPc⟩ := Finset.exists_subset_card_eq hkF
    obtain ⟨Q, hQ, hQc⟩ := Finset.exists_subset_card_eq (Nat.succ_le_of_lt hk)
    have e1 : (P ∪ (Fᶜ \ Q)) ∩ F = P := by
      ext x
      have hp : x ∈ P → x ∈ F := fun h => hP h
      simp only [mem_inter, mem_union, mem_sdiff, mem_compl]
      tauto
    have e2 : Fᶜ \ (P ∪ (Fᶜ \ Q)) = Q := by
      ext x
      have hp : x ∈ P → x ∈ F := fun h => hP h
      have hq : x ∈ Q → x ∉ F := fun h => mem_compl.1 (hQ h)
      simp only [mem_union, mem_sdiff, mem_compl]
      tauto
    have h' := congrFun h (P ∪ (Fᶜ \ Q))
    rw [raise_combo, e1, e2, hPc, hQc, if_pos rfl] at h'
    exact h'
  · intro h
    funext s
    rw [raise_combo]
    split_ifs with hs
    · have h1 : (Fᶜ \ s).card ≤ Fᶜ.card := card_le_card sdiff_subset
      exact h _ (by omega) (card_le_card inter_subset_right)
    · rfl
```

The recurrence is then solved by induction on $k$. `hb` is the binomial identity used above, and `linear_combination` does the algebra with the denominators cleared. Since $a\ge b$, none of the binomials involved is zero.

```lean
/-- For `a ≥ b`, S+ annihilates `∑ c_k T_k` if and only if `c_k = (-1)^k c_0 / C(a,k)`
for all `k ≤ b`. -/
theorem annihilated_iff (F : Finset ι) (hab : Fᶜ.card ≤ F.card) (c : ℕ → ℂ) :
    raise (combo F c) = 0 ↔
      ∀ k ≤ Fᶜ.card, c k = (-1) ^ k * c 0 / (F.card.choose k : ℂ) := by
  have hne : ∀ k ≤ Fᶜ.card, (F.card.choose k : ℂ) ≠ 0 := fun k hk =>
    Nat.cast_ne_zero.2 (Nat.choose_pos (hk.trans hab)).ne'
  have hb : ∀ k < Fᶜ.card, (F.card.choose (k + 1) : ℂ) * (k + 1)
      = F.card.choose k * ((F.card : ℂ) - k) := by
    intro k hk
    rw [← Nat.cast_sub (hk.le.trans hab)]
    exact_mod_cast Nat.choose_succ_right_eq F.card k
  rw [raise_eq_zero_iff]
  constructor
  · intro h k
    induction k with
    | zero => intro _; simp
    | succ k ih =>
      intro hk
      have h0 := (eq_div_iff (hne k (by omega))).1 (ih (by omega))
      have hr := h k (by omega) (by omega)
      rw [eq_div_iff (hne (k + 1) hk)]
      have hk1 : (k : ℂ) + 1 ≠ 0 := Nat.cast_add_one_ne_zero k
      apply mul_left_cancel₀ hk1
      linear_combination c (k + 1) * hb k (by omega)
        + (F.card.choose k : ℂ) * hr - ((k : ℂ) + 1) * h0
  · intro h k hk _
    have h0 := (eq_div_iff (hne k hk.le)).1 (h k hk.le)
    have h1 := (eq_div_iff (hne (k + 1) hk)).1 (h (k + 1) hk)
    apply mul_left_cancel₀ (hne k hk.le)
    linear_combination -c (k + 1) * hb k hk + ((k : ℂ) + 1) * h1 + ((k : ℂ) + 1) * h0
```

Q: What goes wrong for $a<b$?

A: The recurrence now also holds at $k=a$, where its first coefficient vanishes. That leaves $(a+1)c_a=0$, and descending from there makes every $c_k$ with $k\le a$ zero. For $k>a$ there are no strings in $T_k$. This agrees with the physics: a nonzero function would have the $S_z$ eigenvalue $(a-b)/2<0$, and no highest-weight state has a negative one.

```lean
/-- For `a < b`, the only combination `∑ c_k T_k` annihilated by S+ is zero. -/
theorem eq_zero_of_lt (F : Finset ι) (hab : F.card < Fᶜ.card) (c : ℕ → ℂ)
    (h : raise (combo F c) = 0) : combo F c = 0 := by
  rw [raise_eq_zero_iff] at h
  -- descend from k = a
  have hz : ∀ d k : ℕ, k + d = F.card → c k = 0 := by
    intro d
    induction d with
    | zero =>
      intro k hk
      have hr := h k (by omega) (by omega)
      have hF : (F.card : ℂ) = k := by rw [← hk, Nat.add_zero]
      rw [hF, sub_self, zero_mul, zero_add] at hr
      exact (mul_eq_zero.1 hr).resolve_left (Nat.cast_add_one_ne_zero k)
    | succ d ih =>
      intro k hk
      have hr := h k (by omega) (by omega)
      rw [ih (k + 1) (by omega), mul_zero, zero_add] at hr
      exact (mul_eq_zero.1 hr).resolve_left (Nat.cast_add_one_ne_zero k)
  funext s
  rw [combo_apply]
  split_ifs
  · have hle : (s ∩ F).card ≤ F.card := card_le_card inter_subset_right
    exact hz (F.card - (s ∩ F).card) _ (by omega)
  · rfl
```

Q: And the Sanibel combination isn't secretly zero?

A: No. The original string, with its betas exactly on `Fᶜ`, has amplitude one. Annihilation follows from `annihilated_iff` with $c_0=1$.

```lean
/-- For `a ≥ b`, the Sanibel combination `∑ (-1)^k T_k / C(a,k)` is nonzero and is
annihilated by total S+. -/
theorem raise_sanibel (F : Finset ι) (hab : Fᶜ.card ≤ F.card) :
    sanibel F ≠ 0 ∧ raise (sanibel F) = 0 := by
  constructor
  · -- the string with all betas outside F has amplitude one
    intro h
    have h' := congrFun h Fᶜ
    have e : Fᶜ ∩ F = ∅ := by
      ext x
      simp
    unfold sanibel at h'
    rw [combo_apply, e, sdiff_self] at h'
    simp at h'
  · unfold sanibel
    rw [annihilated_iff F hab]
    intro k _
    simp

end

end SanibelCoefficients
```

```lean
#print axioms SanibelCoefficients.annihilated_iff
#print axioms SanibelCoefficients.eq_zero_of_lt
#print axioms SanibelCoefficients.raise_sanibel
```

```
'SanibelCoefficients.annihilated_iff' depends on axioms: [propext, Classical.choice, Quot.sound]
'SanibelCoefficients.eq_zero_of_lt' depends on axioms: [propext, Classical.choice, Quot.sound]
'SanibelCoefficients.raise_sanibel' depends on axioms: [propext, Classical.choice, Quot.sound]
```
